# For a Hermitian matrix H in the span of the O_m, the equations ⟨ψ, O_m(H − E)ψ⟩ = 0 at the mean energy E hold exactly when Hψ = Eψ

A contracted Schrödinger equation calculation with an explicit wave function ψ can be stopped when the numbers ⟨ψ, a_p†a_q†a_t a_s (H − E)ψ⟩ are small enough, where a_p annihilates an electron in spin orbital p, and the state ψ is then accepted as an approximate eigenstate of the Hamiltonian H with energy E. For a finite Hermitian matrix H that is a linear combination of these same operator products, and a unit vector ψ with mean energy E, all the numbers vanish if and only if Hψ = Eψ.

```lean
import Mathlib

open Matrix
open scoped ComplexOrder

namespace ContractedSchrodinger

noncomputable section

variable {n ι κ : Type*} [Fintype n]

/-- The mean energy `⟨ψ, H ψ⟩` of a unit vector `ψ`. -/
def meanEnergy (H : Matrix n n ℂ) (ψ : n → ℂ) : ℂ := star ψ ⬝ᵥ (H *ᵥ ψ)

/-- The residual `(H - ε) ψ` of the Schrödinger equation. -/
def residual (H : Matrix n n ℂ) (ψ : n → ℂ) (ε : ℂ) : n → ℂ := H *ᵥ ψ - ε • ψ

/-- The contracted residual `⟨ψ, O (H - ε) ψ⟩`, as a linear function of the operator `O`. -/
def contracted (H : Matrix n n ℂ) (ψ : n → ℂ) (ε : ℂ) : Matrix n n ℂ →ₗ[ℂ] ℂ where
  toFun O := star ψ ⬝ᵥ (O *ᵥ residual H ψ ε)
  map_add' A B := by rw [Matrix.add_mulVec, dotProduct_add]
  map_smul' c A := by rw [Matrix.smul_mulVec, dotProduct_smul, RingHom.id_apply]

/-- If the contracted equations hold for every `O m`, they hold for every operator in the
complex span of the `O m`. -/
theorem contracted_eq_zero_of_mem_span {H A : Matrix n n ℂ} {ψ : n → ℂ} {ε : ℂ}
    {O : ι → Matrix n n ℂ} (h : ∀ m, contracted H ψ ε (O m) = 0)
    (hA : A ∈ Submodule.span ℂ (Set.range O)) : contracted H ψ ε A = 0 := by
  have hle : Submodule.span ℂ (Set.range O) ≤ LinearMap.ker (contracted H ψ ε) := by
    refine Submodule.span_le.2 ?_
    rintro _ ⟨m, rfl⟩
    exact LinearMap.mem_ker.2 (h m)
  exact LinearMap.mem_ker.1 (hle hA)

/-- A solution of the Schrödinger equation `H ψ = ε ψ` satisfies the contracted equation
for every operator `A`. -/
theorem contracted_of_eigen {H : Matrix n n ℂ} {ψ : n → ℂ} {ε : ℂ}
    (h : H *ᵥ ψ = ε • ψ) (A : Matrix n n ℂ) : contracted H ψ ε A = 0 := by
  change star ψ ⬝ᵥ (A *ᵥ residual H ψ ε) = 0
  rw [residual, h, sub_self, Matrix.mulVec_zero, dotProduct_zero]

/-- For Hermitian `H`, the squared norm of the residual is
`⟨ψ, H (H - ε) ψ⟩ - ε* ⟨ψ, (H - ε) ψ⟩`. -/
theorem residual_normSq {H : Matrix n n ℂ} (hH : H.IsHermitian) (ψ : n → ℂ) (ε : ℂ) :
    star (residual H ψ ε) ⬝ᵥ residual H ψ ε =
      contracted H ψ ε H - star ε * (star ψ ⬝ᵥ residual H ψ ε) := by
  -- Hermiticity moves `H` from the left factor to the right one
  have hmove : ∀ v : n → ℂ, star (H *ᵥ ψ) ⬝ᵥ v = star ψ ⬝ᵥ (H *ᵥ v) := by
    intro v
    rw [Matrix.star_mulVec, hH.eq, Matrix.dotProduct_mulVec]
  change star (H *ᵥ ψ - ε • ψ) ⬝ᵥ residual H ψ ε =
    star ψ ⬝ᵥ (H *ᵥ residual H ψ ε) - star ε * (star ψ ⬝ᵥ residual H ψ ε)
  rw [star_sub, star_smul, sub_dotProduct, smul_dotProduct, hmove, smul_eq_mul]

/-- For Hermitian `H` and a unit vector `ψ` with mean energy `E`, the squared norm of
`(H - E) ψ` is the contracted residual of `H` itself. -/
theorem variance_eq_contracted {H : Matrix n n ℂ} (hH : H.IsHermitian) {ψ : n → ℂ}
    (hψ : star ψ ⬝ᵥ ψ = 1) :
    star (residual H ψ (meanEnergy H ψ)) ⬝ᵥ residual H ψ (meanEnergy H ψ) =
      contracted H ψ (meanEnergy H ψ) H := by
  -- the residual is orthogonal to the state
  have h0 : star ψ ⬝ᵥ residual H ψ (meanEnergy H ψ) = 0 := by
    rw [residual, dotProduct_sub, dotProduct_smul, hψ, smul_eq_mul, mul_one]
    exact sub_self _
  rw [residual_normSq hH, h0, mul_zero, sub_zero]

/-- **Nakatsuji's theorem.** Let the Hermitian matrix `H` lie in the complex span of the `O m`,
and let the unit vector `ψ` have mean energy `E`. Then `⟨ψ, O m (H - E) ψ⟩ = 0` for all `m`
if and only if `H ψ = E ψ`. -/
theorem nakatsuji {H : Matrix n n ℂ} (hH : H.IsHermitian) {ψ : n → ℂ}
    (hψ : star ψ ⬝ᵥ ψ = 1) (O : ι → Matrix n n ℂ)
    (hO : H ∈ Submodule.span ℂ (Set.range O)) :
    (∀ m, contracted H ψ (meanEnergy H ψ) (O m) = 0) ↔
      H *ᵥ ψ = meanEnergy H ψ • ψ := by
  refine ⟨fun h => ?_, fun h m => contracted_of_eigen h (O m)⟩
  -- the variance vanishes, hence so does the residual
  have hv := variance_eq_contracted hH hψ
  rw [contracted_eq_zero_of_mem_span h hO] at hv
  exact sub_eq_zero.1 (dotProduct_star_self_eq_zero.1 hv)

/-- If the span of the `O m` contains the identity as well as the Hermitian matrix `H`, then for
any complex number `ε` the contracted equations are equivalent to `H ψ = ε ψ`. -/
theorem nakatsuji_free_energy [DecidableEq n] {H : Matrix n n ℂ} (hH : H.IsHermitian)
    (ψ : n → ℂ) (ε : ℂ) (O : ι → Matrix n n ℂ)
    (hO : H ∈ Submodule.span ℂ (Set.range O))
    (hone : (1 : Matrix n n ℂ) ∈ Submodule.span ℂ (Set.range O)) :
    (∀ m, contracted H ψ ε (O m) = 0) ↔ H *ᵥ ψ = ε • ψ := by
  refine ⟨fun h => ?_, fun h m => contracted_of_eigen h (O m)⟩
  -- the equation for the identity replaces the choice of the mean energy
  have h1 : star ψ ⬝ᵥ ((1 : Matrix n n ℂ) *ᵥ residual H ψ ε) = 0 :=
    contracted_eq_zero_of_mem_span h hone
  rw [Matrix.one_mulVec] at h1
  have hv := residual_normSq hH ψ ε
  rw [contracted_eq_zero_of_mem_span h hO, h1, mul_zero, sub_zero] at hv
  exact sub_eq_zero.1 (dotProduct_star_self_eq_zero.1 hv)

/-- A spurious solution: for the two-level Hamiltonian `diag(0, 1)`, the unit vector
`(3/5, 4/5)` satisfies the contracted equation of `H` with `ε = 1`, but is not an eigenvector. -/
theorem spurious_solution :
    let H : Matrix (Fin 2) (Fin 2) ℂ := !![0, 0; 0, 1]
    let ψ : Fin 2 → ℂ := ![3 / 5, 4 / 5]
    H.IsHermitian ∧ star ψ ⬝ᵥ ψ = 1 ∧ contracted H ψ 1 H = 0 ∧
      ∀ c : ℂ, H *ᵥ ψ ≠ c • ψ := by
  intro H ψ
  refine ⟨Matrix.IsHermitian.ext ?_, ?_, ?_, ?_⟩
  · intro i j
    fin_cases i <;> fin_cases j <;> simp [H]
  · have h3 : (starRingEnd ℂ) 3 = 3 := by apply Complex.ext <;> simp
    have h4 : (starRingEnd ℂ) 4 = 4 := by apply Complex.ext <;> simp
    have h5 : (starRingEnd ℂ) 5 = 5 := by apply Complex.ext <;> simp
    simp [ψ, dotProduct, Fin.sum_univ_two]
    norm_num [h3, h4, h5]
  · simp [H, ψ, contracted, residual, Matrix.mulVec, dotProduct, Fin.sum_univ_two]
  · intro c h
    have h0 : c * (3 / 5) = 0 := by
      simpa [H, ψ, Matrix.mulVec, dotProduct, Fin.sum_univ_two] using (congrFun h 0).symm
    have h1 : c * (4 / 5) = 4 / 5 := by
      simpa [H, ψ, Matrix.mulVec, dotProduct, Fin.sum_univ_two] using (congrFun h 1).symm
    have h2 : (4 / 5 : ℂ) = 0 := by linear_combination (4 / 3) * h0 - h1
    norm_num at h2

/-- Error bound: if the Hermitian matrix `H` is `∑ c m • O m` and the unit vector `ψ` has mean
energy `E`, the squared norm of `(H - E) ψ` is at most `∑ |c m| |⟨ψ, O m (H - E) ψ⟩|`. -/
theorem variance_le [Fintype ι] {H : Matrix n n ℂ} (hH : H.IsHermitian) {ψ : n → ℂ}
    (hψ : star ψ ⬝ᵥ ψ = 1) (O : ι → Matrix n n ℂ) (c : ι → ℂ) (hc : H = ∑ m, c m • O m) :
    ∑ i, ‖residual H ψ (meanEnergy H ψ) i‖ ^ 2 ≤
      ∑ m, ‖c m‖ * ‖contracted H ψ (meanEnergy H ψ) (O m)‖ := by
  have hnorm : ∀ v : n → ℂ, ∑ i, ‖v i‖ ^ 2 = ‖star v ⬝ᵥ v‖ := by
    intro v
    have hv : ((∑ i, ‖v i‖ ^ 2 : ℝ) : ℂ) = star v ⬝ᵥ v := by
      simp [dotProduct, Complex.conj_mul']
    rw [← hv, Complex.norm_real, Real.norm_of_nonneg (by positivity)]
  -- expand the variance in the contracted residuals
  have hexp : contracted H ψ (meanEnergy H ψ) H =
      ∑ m, c m * contracted H ψ (meanEnergy H ψ) (O m) :=
    (congrArg (contracted H ψ (meanEnergy H ψ)) hc).trans
      (by simp only [map_sum, map_smul, smul_eq_mul])
  rw [hnorm, variance_eq_contracted hH hψ, hexp]
  refine (norm_sum_le _ _).trans (le_of_eq ?_)
  simp only [norm_mul]

/-- The two-body Hamiltonian `∑ v p q s t a_p† a_q† a_t a_s` built from matrices `a p`. -/
def twoBody [Fintype κ] (a : κ → Matrix n n ℂ) (v : κ → κ → κ → κ → ℂ) : Matrix n n ℂ :=
  ∑ p, ∑ q, ∑ s, ∑ t, v p q s t • ((a p)ᴴ * (a q)ᴴ * a t * a s)

/-- Second-order contracted Schrödinger equation: for a Hermitian two-body Hamiltonian `H` and a
unit vector `ψ` with mean energy `E`, `⟨ψ, a_p† a_q† a_t a_s (H - E) ψ⟩ = 0` for all
`p, q, s, t` if and only if `H ψ = E ψ`. -/
theorem nakatsuji_twoBody [Fintype κ] (a : κ → Matrix n n ℂ) (v : κ → κ → κ → κ → ℂ)
    (hH : (twoBody a v).IsHermitian) {ψ : n → ℂ} (hψ : star ψ ⬝ᵥ ψ = 1) :
    (∀ p q s t, contracted (twoBody a v) ψ (meanEnergy (twoBody a v) ψ)
        ((a p)ᴴ * (a q)ᴴ * a t * a s) = 0) ↔
      twoBody a v *ᵥ ψ = meanEnergy (twoBody a v) ψ • ψ := by
  let O : κ × κ × κ × κ → Matrix n n ℂ :=
    fun x => (a x.1)ᴴ * (a x.2.1)ᴴ * a x.2.2.2 * a x.2.2.1
  have hO : twoBody a v ∈ Submodule.span ℂ (Set.range O) :=
    Submodule.sum_mem _ fun p _ => Submodule.sum_mem _ fun q _ =>
      Submodule.sum_mem _ fun s _ => Submodule.sum_mem _ fun t _ =>
        Submodule.smul_mem _ _ (Submodule.subset_span ⟨(p, q, s, t), rfl⟩)
  rw [← nakatsuji hH hψ O hO]
  exact ⟨fun h x => h x.1 x.2.1 x.2.2.1 x.2.2.2, fun h p q s t => h (p, q, s, t)⟩

end

end ContractedSchrodinger
```

```lean
#print axioms ContractedSchrodinger.nakatsuji_free_energy
-- 'ContractedSchrodinger.nakatsuji_free_energy' depends on axioms: [propext, Classical.choice, Quot.sound]
#print axioms ContractedSchrodinger.spurious_solution
-- 'ContractedSchrodinger.spurious_solution' depends on axioms: [propext, Classical.choice, Quot.sound]
#print axioms ContractedSchrodinger.variance_le
-- 'ContractedSchrodinger.variance_le' depends on axioms: [propext, Classical.choice, Quot.sound]
#print axioms ContractedSchrodinger.nakatsuji_twoBody
-- 'ContractedSchrodinger.nakatsuji_twoBody' depends on axioms: [propext, Classical.choice, Quot.sound]
```

## Few equations in place of many

The Schrödinger equation for N electrons has one component for every many-electron basis state. The contracted equations project it onto the vectors O_m†ψ, and with two-body operators O_m their number grows only as the fourth power of the number of orbitals. In general a nonzero vector can have all of these projections equal to zero. For a unit vector ψ and its mean energy E, a nonzero residual (H − E)ψ cannot, because the Hermitian Hamiltonian is itself a combination of the operators used to project.

States are complex vectors on a finite index set `n`, and operators are square matrices. The inner product ⟨φ, χ⟩ is `star φ ⬝ᵥ χ`, conjugate-linear in the first slot. The other objects are:

- `meanEnergy H ψ` is E = ⟨ψ, Hψ⟩, without division by ⟨ψ, ψ⟩; for a unit vector it is the expectation value. Its type is complex, although its value is real for Hermitian H.
- `residual H ψ ε` is the vector r = Hψ − εψ, for any complex ε.
- `contracted H ψ ε` is the linear map that sends an operator O to ⟨ψ, O r⟩.

The theorem `nakatsuji` takes a Hermitian H, a unit vector ψ and a family O_m, possibly infinite, whose complex span contains H. It states that ⟨ψ, O_m(H − E)ψ⟩ = 0 for all m if and only if Hψ = Eψ. Any eigenstate qualifies, not only the ground state.

In `nakatsuji_free_energy` the word "free" means that ε is a free parameter; the thermodynamic free energy plays no part. The span must now also contain the identity, while ψ need not be normalised. The zero vector is allowed and satisfies both sides.

## Two-body Hamiltonians and density matrices

The theorem `nakatsuji_twoBody` specialises the result to

H = ∑ v_pqst a_p†a_q†a_t a_s.

The annihilators come in the order t, s, and any prefactor ½ is absorbed in v. The matrices `a p` are arbitrary: anticommutation relations are not needed for the equivalence, and fermionic operators on a finite Fock space are one case. A one-electron term ∑ h_ps a_p†a_s fits this form for a fixed number N ≥ 2 of electrons, since on N-electron states

a_p†a_s = (1/(N − 1)) ∑_q a_p†a_q†a_q a_s.

For electronic structure in a finite orbital basis, the second-order contracted equations therefore select exactly the eigenstates among normalised wave functions of N ≥ 2 electrons, when E is the mean energy.

Nakatsuji's theorem is usually stated with reduced density matrices as the unknowns. Moving the operators in a_p†a_q†a_t a_s H into normal order produces density matrices of up to four particles. The theorems here start from a vector ψ; that the density matrices in a calculation derive from such a ψ is the step to be supplied separately. It is a real concern when the three- and four-particle matrices are reconstructed approximately from the two-particle one.

## The squared residual is itself a contracted equation

Suppose the contracted equations hold with ε = E. Since H lies in the span, it is a finite sum H = ∑ c_m O_m, and linearity gives

⟨ψ, H r⟩ = ∑ c_m ⟨ψ, O_m r⟩ = 0.

In Lean, `contracted_eq_zero_of_mem_span` says this without choosing coefficients: the kernel of the linear map `contracted H ψ ε` contains every O_m, hence their span.

Next, expand the squared norm of r for general ε, using ⟨Hψ, r⟩ = ⟨ψ, H r⟩ for Hermitian H:

⟨r, r⟩ = ⟨Hψ − εψ, r⟩
= ⟨Hψ, r⟩ − ε*⟨ψ, r⟩
= ⟨ψ, H r⟩ − ε*⟨ψ, r⟩.

This is `residual_normSq`, where the local fact `hmove` carries H across the inner product. For ε = E and a unit vector, the last term vanishes:

⟨ψ, r⟩ = ⟨ψ, Hψ⟩ − E⟨ψ, ψ⟩ = E − E = 0.

What remains is `variance_eq_contracted`:

⟨r, r⟩ = ⟨ψ, H(H − E)ψ⟩ = ⟨ψ, H²ψ⟩ − E².

The squared residual norm is thus the energy variance, and it equals ⟨ψ, H r⟩, which has just been shown to vanish. A vector of zero norm is zero (`dotProduct_star_self_eq_zero`), so Hψ = Eψ. Conversely, if Hψ = εψ then r = 0 and ⟨ψ, A r⟩ = 0 for every matrix A, which is `contracted_of_eigen`.

When the identity is in the span, its own contracted equation reads ⟨ψ, r⟩ = 0. This removes the last term for any ε, and the rest of the argument is unchanged. For the two-body case, the proof gathers p, q, s, t into one index and checks that each term of H lies in the span.

## A two-level state with the right and the wrong energy

Take H = diag(0, 1) and ψ = (3/5, 4/5), with H as the only test operator. The mean energy is E = 16/25, and

r = (0 − (16/25)(3/5), 4/5 − (16/25)(4/5)) = (−48/125, 36/125).

The contracted equation fails, and its value is the variance:

⟨ψ, H r⟩ = (4/5)(36/125) = 144/625,
⟨r, r⟩ = (2304 + 1296)/15625 = 144/625.

Now put ε = 1. The residual becomes r = (−3/5, 0), which H annihilates, so ⟨ψ, H r⟩ = 0 although ψ is not an eigenvector. This is `spurious_solution`. Its last part compares components: Hψ = cψ would require c·3/5 = 0 and c·4/5 = 4/5 at once. When ε differs from the mean energy and the identity is not in the span, the equations can thus accept a false solution.

## Stopping an iteration at a finite threshold

In one simple iterative scheme with an explicit wave function, each cycle computes E from the current normalised ψ and then the array

R_pqst = ⟨ψ, a_p†a_q†a_t a_s (H − E)ψ⟩.

The array can supply the amplitudes of a two-body operator that updates ψ, and the cycle ends when every |R_pqst| is below a threshold τ. The theorem `variance_le` says what this implies. For H = ∑ c_m O_m with finitely many terms,

‖(H − E)ψ‖² = ∑ c_m ⟨ψ, O_m(H − E)ψ⟩ ≤ ∑ |c_m| |⟨ψ, O_m(H − E)ψ⟩|.

The proof rewrites the sum of squared components as an inner product (`hnorm`), expands the variance by linearity (`hexp`) and applies the triangle inequality. With the two-body products as the O_m, the variance is at most τ ∑ |v_pqst|. By a standard spectral estimate, which goes beyond the Lean theorems, H then has an eigenvalue within the square root of this bound from E.

The bound concerns the variance, so the resulting bound on the distance to an eigenvalue scales as √τ: a threshold one hundred times smaller improves it by a factor of ten. This is an upper bound, and the actual energy error can shrink faster.
